# In a chain with alternating site energies, the complex branch points of the bands approach the real axis in proportion to a small gap

If I underestimate how fast the decay rate falls as the gap shrinks, I cut off my Wannier functions too early. Suppose I set the cutoff radius at a fixed number of decay lengths. When the gap halves at fixed hopping, should that radius grow by a factor $\sqrt2$, as for an evanescent tail with a fixed mass, or by a factor 2? Take the simplest insulator I can think of: a chain with hopping $t$ between neighbours and site energies alternating between $D$ and $-D$, with the lower band filled and the upper one empty. Kohn's argument sends me to the complex wave numbers at which the two bands meet. Where exactly are they, and how does their distance from the real axis depend on the gap?

## The bands meet at height $h = 2\,\mathrm{arsinh}(D/2t)$

For a small gap the factor is 2. The height $h$ of the meeting points approaches $D/t$, and the gap is $2D$. The square-root estimate fails here because the effective mass at the band edge is itself proportional to $D$.

Let $k$ be the phase across one two-site cell. The Bloch matrix has diagonal entries $D$ and $-D$, and off-diagonal entries $t(1+e^{-ik})$ and $t(1+e^{ik})$. In its square the off-diagonal entries cancel, and both diagonal entries equal

$$E(k)^2 = D^2 + t^2(1+e^{-ik})(1+e^{ik}) = D^2+2t^2(1+\cos k) = D^2+4t^2\cos^2(k/2).$$

The matrix has zero trace, so its eigenvalues are $\pm E(k)$. For real $k$ and $D\ge 0$ the separation $2E(k)$ is smallest at $k=\pi$, where it equals $2D$.

For complex $k$, with $t\neq0$, define $h$ by $\sinh(h/2)=D/(2t)$. Then $\cosh h = 1+2\sinh^2(h/2) = 1+D^2/(2t^2)$, so $D^2=2t^2(\cosh h-1)$ and

$$E(k)^2 = 2t^2(\cos k+\cosh h).$$

This vanishes exactly when $\cos k=-\cosh h=\cos(\pi+ih)$. Two cosines agree only when their arguments agree up to sign and a multiple of $2\pi$, hence

$$k=\pi+2\pi n\pm ih,\qquad n\in\mathbb Z.$$

Every zero therefore lies at distance $|h|$ from the real axis, which is $h$ itself for $t>0$ and $D\ge0$.

For $D\ne0$ these zeros are simple. The derivative of $E^2$ is $-2t^2\sin k$. If it vanished at a zero, then either $t=0$, which gives $D^2=0$, or $\cos k=\pm1$. The value $\cos k=1$ gives $D^2+4t^2=0$, and $\cos k=-1$ gives $D^2=0$. All three are impossible. Near a simple zero $k_0$, $E^2$ is a nonzero constant times $k-k_0$ to leading order, so $E$ has a square-root branch point.

Now let $t,D>0$ and put $y=h/2>0$. From $y<\sinh y=D/(2t)$ it follows that $0<h<D/t$. For the limit, $h$ vanishes at $D=0$ and has slope

$$\left.\frac{dh}{dD}\right|_{D=0}=2\cdot\frac{1}{\sqrt{1+0}}\cdot\frac{1}{2t}=\frac1t,$$

so $h/D\to1/t$, that is, $ht/D\to1$. The simple estimate $D/t$ thus always overstates the height, and the relative error disappears as the gap closes.

## The chain in Lean's terms

`blochH t D k` is the $2\times2$ Bloch matrix with real $t$, $D$ and complex $k$. Its off-diagonal entries are written with $e^{-ik}$ and $e^{ik}$, without any complex conjugation, so the matrix is analytic in $k$ but in general not Hermitian away from the real axis. The cell length is 1, which makes $h$ a rate per two-site cell.

`energySq` is $E^2$, and `branchHeight` is $h$. Working with $E^2$ avoids choosing a branch of the square root. The theorem `blochH_sq` ties `energySq` to the matrix.

- `band_gap` says that $2D$ is the least value of $2E(k)$ over real $k$, for $D\ge0$. `IsLeast` means a lower bound that is attained. The real part under the root loses nothing, because $E^2$ is real there.
- `energySq_eq_zero_iff` gives the complete set of zeros for $t\ne0$ and any real $D$.
- `zeros_simple` says that the derivative is nonzero at each zero when $D\ne0$.
- `least_distance` takes $|\mathrm{Im}\,k|$ over all zeros and finds the least value $h$, for $t>0$ and $D\ge0$. At $D=0$ this value is 0, and the zeros are then double, not branch points.
- `branchHeight_bounds` is the strict inequality $0<h<D/t$ for positive $t$ and $D$.
- `branchHeight_small_gap` is the limit at fixed $t\ne0$. The filter `𝓝[≠] 0` lets $D$ approach zero from both sides without taking the value zero.

The step from here to your cutoff is Kohn's link between branch points and Wannier functions: with a suitable choice of Bloch phases, the Wannier functions decay like $e^{-h|n|}$ over $n$ cells, up to a power of $n$. That link is taken from the theory, while the theorems locate the branch points. For this non-interacting, one-dimensional, two-band chain, it means that at fixed hopping the decay length $1/h$ of the localised orbitals grows like the inverse gap when the gap is small. A cutoff radius set at a fixed number of decay lengths grows with it.

```lean
import Mathlib

open Filter
open scoped Real Topology

namespace KohnBranchPoints

noncomputable section

/-- Bloch Hamiltonian, at complex wave number `k`, of a chain with hopping `t` and
alternating site energies `D` and `-D`. -/
def blochH (t D : ℝ) (k : ℂ) : Matrix (Fin 2) (Fin 2) ℂ :=
  !![(D : ℂ), t * (1 + Complex.exp (-(Complex.I * k)));
     t * (1 + Complex.exp (Complex.I * k)), -(D : ℂ)]

/-- The squared band energy `E(k)² = D² + 4t² cos²(k/2)`, continued to complex `k`. -/
def energySq (t D : ℝ) (k : ℂ) : ℂ :=
  (D : ℂ) ^ 2 + 4 * (t : ℂ) ^ 2 * Complex.cos (k / 2) ^ 2

/-- The number `h = 2 arsinh(D/(2t))`, meant for hopping `t ≠ 0`; at `t = 0` Lean's convention
`x/0 = 0` makes it `0`. -/
def branchHeight (t D : ℝ) : ℝ := 2 * Real.arsinh (D / (2 * t))

/-- The squared band energy written with the full angle: `E(k)² = D² + 2t²(1 + cos k)`. -/
theorem energySq_eq (t D : ℝ) (k : ℂ) :
    energySq t D k = (D : ℂ) ^ 2 + 2 * (t : ℂ) ^ 2 * (1 + Complex.cos k) := by
  have h := Complex.cos_sq (k / 2)
  rw [show 2 * (k / 2) = k by ring] at h
  unfold energySq
  linear_combination 4 * (t : ℂ) ^ 2 * h

/-- The Bloch Hamiltonian squares to `E(k)²` times the identity, at every complex `k`. -/
theorem blochH_sq (t D : ℝ) (k : ℂ) :
    blochH t D k * blochH t D k = energySq t D k • (1 : Matrix (Fin 2) (Fin 2) ℂ) := by
  have hp : Complex.exp (-(Complex.I * k)) * Complex.exp (Complex.I * k) = 1 := by
    rw [← Complex.exp_add, neg_add_cancel, Complex.exp_zero]
  have hc : energySq t D k = (D : ℂ) ^ 2 + (t : ℂ) ^ 2 *
      (2 + Complex.exp (Complex.I * k) + Complex.exp (-(Complex.I * k))) := by
    rw [energySq_eq, Complex.cos, show -k * Complex.I = -(Complex.I * k) by ring,
      show k * Complex.I = Complex.I * k by ring]
    ring
  rw [hc]
  unfold blochH
  generalize Complex.exp (-(Complex.I * k)) = a at *
  generalize Complex.exp (Complex.I * k) = b at *
  rw [Matrix.mul_fin_two, Matrix.one_fin_two]
  ext i j
  fin_cases i <;> fin_cases j
  · simp
    linear_combination (t : ℂ) ^ 2 * hp
  · simp
    ring
  · simp
    ring
  · simp
    linear_combination (t : ℂ) ^ 2 * hp

/-- For `D ≥ 0` the band separation `2E(k)` over real wave numbers has least value `2D`. -/
theorem band_gap (t : ℝ) {D : ℝ} (hD : 0 ≤ D) :
    IsLeast (Set.range fun k : ℝ => 2 * √((energySq t D (k : ℂ)).re)) (2 * D) := by
  have hre : ∀ k : ℝ, (energySq t D (k : ℂ)).re
      = D ^ 2 + 4 * t ^ 2 * Real.cos (k / 2) ^ 2 := by
    intro k
    have h : energySq t D (k : ℂ)
        = ((D ^ 2 + 4 * t ^ 2 * Real.cos (k / 2) ^ 2 : ℝ) : ℂ) := by
      simp [energySq]
    rw [h, Complex.ofReal_re]
  constructor
  · refine ⟨π, ?_⟩
    show 2 * √((energySq t D (π : ℂ)).re) = 2 * D
    rw [hre, Real.cos_pi_div_two, show D ^ 2 + 4 * t ^ 2 * 0 ^ 2 = D ^ 2 by ring,
      Real.sqrt_sq hD]
  · rintro _ ⟨k, rfl⟩
    show 2 * D ≤ 2 * √((energySq t D (k : ℂ)).re)
    rw [hre]
    have h : D ^ 2 ≤ D ^ 2 + 4 * t ^ 2 * Real.cos (k / 2) ^ 2 :=
      le_add_of_nonneg_right (by positivity)
    linarith [Real.abs_le_sqrt h, le_abs_self D]

/-- For `t ≠ 0` the squared band energy is `E(k)² = 2t²(cos k + cosh h)`. -/
theorem energySq_factor {t : ℝ} (ht : t ≠ 0) (D : ℝ) (k : ℂ) :
    energySq t D k =
      2 * (t : ℂ) ^ 2 * (Complex.cos k + (Real.cosh (branchHeight t D) : ℂ)) := by
  have hc : Real.cosh (branchHeight t D) = 1 + 2 * (D / (2 * t)) ^ 2 := by
    rw [branchHeight, Real.cosh_two_mul, Real.cosh_sq, Real.sinh_arsinh]
    ring
  have hx : 2 * t * (D / (2 * t)) = D := by field_simp
  have hr : D ^ 2 = 2 * t ^ 2 * (Real.cosh (branchHeight t D) - 1) := by
    rw [hc]
    generalize D / (2 * t) = x at hx ⊢
    linear_combination (-(2 * t * x + D)) * hx
  have hC : (D : ℂ) ^ 2
      = 2 * (t : ℂ) ^ 2 * ((Real.cosh (branchHeight t D) : ℂ) - 1) := by
    exact_mod_cast hr
  rw [energySq_eq]
  linear_combination hC

/-- For `t ≠ 0` the complex zeros of `E(k)²` are exactly `k = π + 2πn ± ih`, with `n` an
integer and `h = 2 arsinh(D/(2t))`. -/
theorem energySq_eq_zero_iff {t : ℝ} (ht : t ≠ 0) (D : ℝ) (k : ℂ) :
    energySq t D k = 0 ↔ ∃ n : ℤ,
      k = π + 2 * π * n + branchHeight t D * Complex.I ∨
      k = π + 2 * π * n - branchHeight t D * Complex.I := by
  -- a zero means cos k = -cosh h = cos (π + i h)
  have key : energySq t D k = 0 ↔
      Complex.cos (branchHeight t D * Complex.I + π) = Complex.cos k := by
    rw [energySq_factor ht, Complex.cos_add_pi, Complex.cos_mul_I, Complex.ofReal_cosh]
    have h2 : 2 * (t : ℂ) ^ 2 ≠ 0 :=
      mul_ne_zero two_ne_zero (pow_ne_zero 2 (Complex.ofReal_ne_zero.mpr ht))
    constructor
    · intro h
      have h' := (mul_eq_zero.mp h).resolve_left h2
      linear_combination -h'
    · intro h
      linear_combination (-(2 * (t : ℂ) ^ 2)) * h
  rw [key, Complex.cos_eq_cos_iff]
  constructor
  · rintro ⟨n, hn | hn⟩
    · exact ⟨n, Or.inl (by linear_combination hn)⟩
    · exact ⟨n - 1, Or.inr (by push_cast; linear_combination hn)⟩
  · rintro ⟨n, hn | hn⟩
    · exact ⟨n, Or.inl (by linear_combination hn)⟩
    · exact ⟨n + 1, Or.inr (by push_cast; linear_combination hn)⟩

/-- For `D ≠ 0` every complex zero of `E(k)²` is simple: the derivative does not vanish
there. -/
theorem zeros_simple (t : ℝ) {D : ℝ} (hD : D ≠ 0) {k : ℂ} (hk : energySq t D k = 0) :
    deriv (energySq t D) k ≠ 0 := by
  have hd : HasDerivAt (energySq t D) (2 * (t : ℂ) ^ 2 * -Complex.sin k) k := by
    rw [show energySq t D = fun z => (D : ℂ) ^ 2 + 2 * (t : ℂ) ^ 2 * (1 + Complex.cos z)
      from funext (energySq_eq t D)]
    exact (((Complex.hasDerivAt_cos k).const_add 1).const_mul _).const_add _
  have hD2 : (D : ℂ) ^ 2 ≠ 0 := pow_ne_zero 2 (Complex.ofReal_ne_zero.mpr hD)
  rw [hd.deriv]
  intro h0
  rw [energySq_eq] at hk
  rcases mul_eq_zero.mp h0 with h | h
  · exact hD2 (by linear_combination hk - (1 + Complex.cos k) * h)
  · -- sin k = 0 leaves only cos k = 1 or cos k = -1
    have hs : (Complex.cos k - 1) * (Complex.cos k + 1) = 0 := by
      linear_combination Complex.sin_sq_add_cos_sq k + Complex.sin k * h
    rcases mul_eq_zero.mp hs with h1 | h1
    · have hc : (D : ℂ) ^ 2 + 4 * (t : ℂ) ^ 2 = 0 := by
        linear_combination hk - 2 * (t : ℂ) ^ 2 * h1
      have hr : D ^ 2 + 4 * t ^ 2 = 0 := by exact_mod_cast hc
      have hp : 0 < D ^ 2 := by positivity
      linarith [sq_nonneg t]
    · exact hD2 (by linear_combination hk - 2 * (t : ℂ) ^ 2 * h1)

/-- For `t > 0` and `D ≥ 0` the least distance of a complex zero of `E(k)²` from the real
axis is `h`. -/
theorem least_distance {t D : ℝ} (ht : 0 < t) (hD : 0 ≤ D) :
    IsLeast ((fun k : ℂ => |k.im|) '' {k | energySq t D k = 0}) (branchHeight t D) := by
  have hh : 0 ≤ branchHeight t D :=
    mul_nonneg zero_le_two (Real.arsinh_nonneg_iff.mpr (by positivity))
  constructor
  · refine ⟨π + branchHeight t D * Complex.I, ?_, ?_⟩
    · exact (energySq_eq_zero_iff ht.ne' D _).mpr ⟨0, Or.inl (by simp)⟩
    · simp [abs_of_nonneg hh]
  · rintro _ ⟨k, hk, rfl⟩
    show branchHeight t D ≤ |k.im|
    obtain ⟨n, hn | hn⟩ := (energySq_eq_zero_iff ht.ne' D k).mp hk
    · have him : k.im = branchHeight t D := by rw [hn]; simp
      rw [him]
      exact le_abs_self _
    · have him : k.im = -branchHeight t D := by rw [hn]; simp
      rw [him, abs_neg]
      exact le_abs_self _

/-- For `t > 0` and `D > 0` the height `h` is positive and smaller than `D/t`. -/
theorem branchHeight_bounds {t D : ℝ} (ht : 0 < t) (hD : 0 < D) :
    0 < branchHeight t D ∧ branchHeight t D < D / t := by
  have hy : 0 < Real.arsinh (D / (2 * t)) := Real.arsinh_pos_iff.mpr (by positivity)
  have hlt := Real.self_lt_sinh_iff.mpr hy
  rw [Real.sinh_arsinh] at hlt
  have hx : D / t = 2 * (D / (2 * t)) := by field_simp
  unfold branchHeight
  rw [hx]
  constructor <;> linarith

/-- For fixed `t ≠ 0` the ratio `h t / D` tends to `1` as `D` tends to `0` through nonzero
values. -/
theorem branchHeight_small_gap {t : ℝ} (ht : t ≠ 0) :
    Tendsto (fun D : ℝ => branchHeight t D * t / D) (𝓝[≠] 0) (𝓝 1) := by
  have h0 : HasDerivAt (fun D : ℝ => D / (2 * t)) (1 / (2 * t)) 0 :=
    (hasDerivAt_id' (0 : ℝ)).div_const _
  -- the slope of h at D = 0 is 1/t
  have h2 : HasDerivAt (branchHeight t) (1 / t) 0 :=
    (h0.arsinh.const_mul 2).congr_deriv (by
      have e : √(1 + (0 / (2 * t)) ^ 2) = 1 := by simp
      simp only [e, inv_one, one_smul]
      field_simp)
  have h3 := (hasDerivAt_iff_tendsto_slope.mp h2).mul_const t
  rw [one_div_mul_cancel ht] at h3
  refine h3.congr fun D => ?_
  have hz : branchHeight t 0 = 0 := by simp [branchHeight]
  rw [slope_def_field, hz, sub_zero, sub_zero]
  ring

end

end KohnBranchPoints
```

```lean
#print axioms KohnBranchPoints.zeros_simple
#print axioms KohnBranchPoints.least_distance
#print axioms KohnBranchPoints.branchHeight_bounds
#print axioms KohnBranchPoints.branchHeight_small_gap
```

```
'KohnBranchPoints.zeros_simple' depends on axioms: [propext, Classical.choice, Quot.sound]
'KohnBranchPoints.least_distance' depends on axioms: [propext, Classical.choice, Quot.sound]
'KohnBranchPoints.branchHeight_bounds' depends on axioms: [propext, Classical.choice, Quot.sound]
'KohnBranchPoints.branchHeight_small_gap' depends on axioms: [propext, Classical.choice, Quot.sound]
```

## From the half-angle formula to the slope at zero gap

`energySq_eq` applies the half-angle formula. The tactic `linear_combination`, used throughout, proves an equation by checking that it is a stated algebraic combination of known ones.

In `blochH_sq` the two exponentials are replaced by letters `a` and `b` whose product is 1. The four matrix entries are then checked one at a time: the diagonal ones use this product, and the off-diagonal ones cancel.

`band_gap` first rewrites $E^2$ at real $k$ as a real expression. The point $k=\pi$ attains the value $2D$, and the nonnegative cosine term gives the lower bound.

`energySq_factor` carries out the substitution $\sinh(h/2)=D/(2t)$. The identity for $D^2$ is proved over the reals and then carried to the complex numbers by `exact_mod_cast`.

In `energySq_eq_zero_iff` the intermediate claim `key` turns a zero into the equation $\cos(\pi+ih)=\cos k$, dividing out $2t^2\neq0$. `Complex.cos_eq_cos_iff` then supplies both families of solutions. The second comes out as $2\pi n-\pi-ih$, so the proof shifts the integer by one to write it as $\pi+2\pi(n-1)-ih$.

`zeros_simple` computes the derivative from the full-angle form and assumes that it vanishes. The two uses of `rcases` split first into $t^2=0$ or $\sin k=0$, and then into $\cos k=1$ or $\cos k=-1$. Each case contradicts $D\ne0$, as above.

`least_distance` shows that $h\ge0$, exhibits the zero $\pi+ih$, and reads off the imaginary part of an arbitrary zero from the classification.

`branchHeight_bounds` uses `Real.self_lt_sinh_iff`, which is the inequality $y<\sinh y$ for positive $y$. In `branchHeight_small_gap`, `h2` is the derivative $1/t$ of $h$ at $D=0$. `hasDerivAt_iff_tendsto_slope` restates it as a limit of difference quotients; since $h$ vanishes at $D=0$, these quotients are $h/D$, and multiplication by $t$ gives the limit 1.
